# Unitarity of the scattering amplitudes of a delta barrier

A delta barrier of real dimensionless strength $Z$ has electron transmission amplitude $t = 1/(1+iZ)$ and reflection amplitude $r = -iZ/(1+iZ)$. The theorem states that $|t|^2 = T$ and $|r|^2 = R$, where $T = 1/(1+Z^2)$ and $R = 1 - T$, and that $t\bar r + r\bar t = 0$, the cross relation of a unitary scattering matrix. The proof first derives $r = t - 1$, the continuity of the wave function at the barrier, together with $|t|^2 = T$ and $t + \bar t = 2|t|^2$. The two claims that involve $r$ are then to follow from these by linear combination.

This version doesn't compile in Lean 4 with Mathlib:

```lean
import Mathlib

open ComplexConjugate

namespace BTKSubgap

noncomputable section

/-- Transmission probability of a delta barrier of dimensionless strength `Z`. -/
def transmission (Z : ℝ) : ℝ := 1 / (1 + Z ^ 2)

/-- Reflection probability of the barrier. -/
def reflection (Z : ℝ) : ℝ := 1 - transmission Z

/-- Electron transmission amplitude of the delta barrier. -/
def tBar (Z : ℝ) : ℂ := 1 / (1 + Complex.I * Z)

/-- Electron reflection amplitude of the delta barrier. -/
def rBar (Z : ℝ) : ℂ := -(Complex.I * Z) / (1 + Complex.I * Z)

/-- The barrier amplitudes have squared moduli `T` and `R` and obey the cross relation
of a unitary scattering matrix. -/
theorem barrier_unitary (Z : ℝ) :
    tBar Z * conj (tBar Z) = transmission Z ∧ rBar Z * conj (rBar Z) = reflection Z ∧
      tBar Z * conj (rBar Z) + rBar Z * conj (tBar Z) = 0 := by
  have hne : (1 + Complex.I * Z : ℂ) ≠ 0 := by
    intro h
    have := congrArg Complex.re h
    simp at this
  have h1 : tBar Z * (1 + Complex.I * Z) = 1 := div_mul_cancel₀ _ hne
  have h3 : rBar Z * (1 + Complex.I * Z) = -(Complex.I * Z) := div_mul_cancel₀ _ hne
  have h2 := congrArg conj h1
  simp only [map_mul, map_add, map_one, Complex.conj_I, Complex.conj_ofReal] at h2
  -- continuity of the wave function at the barrier
  have hr : rBar Z = tBar Z - 1 := mul_right_cancel₀ hne (by linear_combination h3 - h1)
  have hT : (transmission Z : ℂ) * (1 + (Z : ℂ) ^ 2) = 1 := by
    have h : transmission Z * (1 + Z ^ 2) = 1 := div_mul_cancel₀ _ (by positivity)
    exact_mod_cast h
  have hZ : tBar Z * conj (tBar Z) * (1 + (Z : ℂ) ^ 2) = 1 := by
    linear_combination conj (tBar Z) * (1 - Complex.I * Z) * h1 + h2
      + tBar Z * conj (tBar Z) * (Z : ℂ) ^ 2 * Complex.I_sq
  have htt : tBar Z * conj (tBar Z) = transmission Z := by
    linear_combination (transmission Z : ℂ) * hZ - tBar Z * conj (tBar Z) * hT
  have hsum : tBar Z + conj (tBar Z) = 2 * (tBar Z * conj (tBar Z)) := by
    linear_combination -tBar Z * h2 - conj (tBar Z) * h1
  have hR : (reflection Z : ℂ) = 1 - transmission Z := by
    unfold reflection
    push_cast
    ring
  refine ⟨htt, ?_, ?_⟩
  · rw [hr, map_sub, map_one, hR]
    linear_combination -htt - hsum + 2 * htt
  · rw [hr, map_sub, map_one]
    linear_combination -hsum

end

end BTKSubgap
```

Messages:

```
Main.lean:52:4: error: ring failed, ring expressions not equal
Z : ℝ
hne : 1 + Complex.I * ↑Z ≠ 0
h1 : tBar Z * (1 + Complex.I * ↑Z) = 1
h3 : rBar Z * (1 + Complex.I * ↑Z) = -(Complex.I * ↑Z)
h2 : (starRingEnd ℂ) (tBar Z) * (1 + -Complex.I * ↑Z) = 1
hr : rBar Z = tBar Z - 1
hT : ↑(transmission Z) * (1 + ↑Z ^ 2) = 1
hZ : tBar Z * (starRingEnd ℂ) (tBar Z) * (1 + ↑Z ^ 2) = 1
htt : tBar Z * (starRingEnd ℂ) (tBar Z) = ↑(transmission Z)
hsum : tBar Z + (starRingEnd ℂ) (tBar Z) = 2 * (tBar Z * (starRingEnd ℂ) (tBar Z))
hR : ↑(reflection Z) = 1 - ↑(transmission Z)
⊢ -(tBar Z * (starRingEnd ℂ) (tBar Z) * 2) + ↑(transmission Z) * 2 = 0
```

What went wrong. The error is in the proof of $|r|^2 = R$. After the rewrites the goal is $(t-1)(\bar t-1) = 1 - T$, and its left side minus its right is $t\bar t - t - \bar t + T$. `linear_combination` subtracts the same difference for the proposed combination of hypotheses and asks `ring1` to show that nothing is left.

Here `-htt - hsum` already gives exactly $t\bar t - t - \bar t + T$. The extra `2 * htt` adds $2(t\bar t - T)$, so $-2t\bar t + 2T = 0$ remains, which is the goal in the message. That equation is true, by `htt`, but `ring1` uses only the laws of commutative rings and does not look at hypotheses, so to it $t\bar t$ and $T$ are unrelated.

The repair deletes `+ 2 * htt`. The coefficients then match the goal and the two sides cancel identically.

After these edits no error is left:

```diff
@@ -50,5 +50,5 @@
   refine ⟨htt, ?_, ?_⟩
   · rw [hr, map_sub, map_one, hR]
-    linear_combination -htt - hsum + 2 * htt
+    linear_combination -htt - hsum
   · rw [hr, map_sub, map_one]
     linear_combination -hsum
```
